# An N-particle potential, differentiable with virial kV away from coincidences, is positively homogeneous of degree k there

Let V be a real-valued potential energy of N particles in three dimensions, differentiable at every configuration in which no two particles coincide. Suppose that at each such configuration the virial, the sum over particles of position dotted with the gradient of V in that position, equals kV for a fixed real k. The declaration `homogeneous_of_virial_particles` then says that V(sx) = s^k V(x) for every coincidence-free configuration x and every s > 0. The attempt applies the general result `homogeneous_of_virial`, taking `D` to be the set of coincidence-free configurations. It then has to show that scaling by a positive factor keeps distinct positions distinct.

An attempt in Lean 4 with a fault in it:

```lean
import Mathlib

open scoped InnerProductSpace

namespace HomogeneousOfVirialParticles

noncomputable section

variable {E : Type*} [NormedAddCommGroup E] [InnerProductSpace ℝ E] [CompleteSpace E]

/-- The virial of a potential `V` at the configuration `x`: the inner product of `x` with the
gradient of `V`. -/
def virial (V : E → ℝ) (x : E) : ℝ := ⟪x, gradient V x⟫_ℝ

/-- The virial is the derivative of the potential at `x` in the direction of `x` itself. -/
theorem virial_eq_fderiv (V : E → ℝ) (x : E) : virial V x = fderiv ℝ V x x := by
  unfold virial gradient
  rw [real_inner_comm]
  exact InnerProductSpace.toDual_symm_apply

/-- When a configuration is scaled by a factor `s ≠ 0` and `V` is differentiable at the scaled
configuration, the energy changes with `s` at a rate equal to the virial at the scaled configuration
divided by `s`. -/
theorem hasDerivAt_scaling {V : E → ℝ} {x : E} {s : ℝ} (hs : s ≠ 0)
    (hV : DifferentiableAt ℝ V (s • x)) :
    HasDerivAt (fun t : ℝ => V (t • x)) (virial V (s • x) / s) s := by
  have hray : HasDerivAt (fun t : ℝ => t • x) x s := by
    simpa using (hasDerivAt_id s).smul_const x
  -- chain rule along the ray through `x`
  have h : HasDerivAt (fun t : ℝ => V (t • x)) (fderiv ℝ V (s • x) x) s :=
    hV.hasFDerivAt.comp_hasDerivAt s hray
  refine h.congr_deriv ?_
  rw [virial_eq_fderiv, map_smul, smul_eq_mul, mul_div_cancel_left₀ _ hs]

/-- For `s > 0` and `V` differentiable at `s x`, the reduced energy `s^(-k) V(s x)` changes
with `s` in proportion to the virial defect, the virial minus `k V`, at `s x`. -/
theorem hasDerivAt_reduced_energy {V : E → ℝ} {x : E} {s : ℝ} (k : ℝ) (hs : 0 < s)
    (hV : DifferentiableAt ℝ V (s • x)) :
    HasDerivAt (fun t : ℝ => t ^ (-k) * V (t • x))
      (s ^ (-k - 1) * (virial V (s • x) - k * V (s • x))) s := by
  have hpow : HasDerivAt (fun t : ℝ => t ^ (-k)) (-k * s ^ (-k - 1)) s :=
    Real.hasDerivAt_rpow_const (Or.inl hs.ne')
  refine (hpow.fun_mul (hasDerivAt_scaling hs.ne' hV)).congr_deriv ?_
  rw [Real.rpow_sub_one hs.ne']
  ring

/-- A function of a positive scale factor whose derivative vanishes at every positive scale
keeps the value it has at scale one. -/
theorem eq_at_one_of_deriv_zero {g : ℝ → ℝ} (hg : ∀ s : ℝ, 0 < s → HasDerivAt g 0 s)
    {s : ℝ} (hs : 0 < s) : g s = g 1 :=
  isOpen_Ioi.is_const_of_deriv_eq_zero (s := Set.Ioi (0 : ℝ)) isPreconnected_Ioi
    (fun t ht => (hg t ht).differentiableAt.differentiableWithinAt)
    (fun t ht => (hg t ht).deriv) hs (Set.mem_Ioi.mpr one_pos)

/-- The virial relation forces homogeneity: let `D` be a set of configurations closed under
positive scaling, with `V` differentiable at each of its points. If the virial equals `k V`
on `D`, then `V(s x) = s^k V(x)` for every `x` in `D` and every `s > 0`. -/
theorem homogeneous_of_virial {V : E → ℝ} {D : Set E} {k : ℝ}
    (hD : ∀ x ∈ D, ∀ s : ℝ, 0 < s → s • x ∈ D)
    (hV : ∀ x ∈ D, DifferentiableAt ℝ V x)
    (hvir : ∀ x ∈ D, virial V x = k * V x)
    {x : E} (hx : x ∈ D) {s : ℝ} (hs : 0 < s) :
    V (s • x) = s ^ k * V x := by
  -- the reduced energy is constant along the ray
  have hconst : s ^ (-k) * V (s • x) = (1 : ℝ) ^ (-k) * V ((1 : ℝ) • x) := by
    refine eq_at_one_of_deriv_zero (g := fun t : ℝ => t ^ (-k) * V (t • x)) ?_ hs
    intro t ht
    refine (hasDerivAt_reduced_energy k ht (hV _ (hD x hx t ht))).congr_deriv ?_
    rw [hvir _ (hD x hx t ht), sub_self, mul_zero]
  rw [Real.one_rpow, one_mul, one_smul] at hconst
  -- undo the reduction by multiplying with `s^k`
  have hinv : s ^ k * s ^ (-k) = 1 := by
    rw [← Real.rpow_add hs, add_neg_cancel, Real.rpow_zero]
  rw [← hconst, ← mul_assoc, hinv, one_mul]

/-- For `N` particles in three dimensions, let `V` be differentiable wherever no two particles
coincide, with virial `k V` there. Then scaling all positions of such a configuration by
`s > 0` multiplies the energy by `s^k`. -/
theorem homogeneous_of_virial_particles {N : ℕ} {k : ℝ}
    {V : PiLp 2 (fun _ : Fin N => EuclideanSpace ℝ (Fin 3)) → ℝ}
    (hV : ∀ x, (∀ i j, i ≠ j → x i ≠ x j) → DifferentiableAt ℝ V x)
    (hvir : ∀ x, (∀ i j, i ≠ j → x i ≠ x j) → virial V x = k * V x)
    {x : PiLp 2 (fun _ : Fin N => EuclideanSpace ℝ (Fin 3))}
    (hx : ∀ i j, i ≠ j → x i ≠ x j) {s : ℝ} (hs : 0 < s) :
    V (s • x) = s ^ k * V x := by
  refine homogeneous_of_virial (D := {y | ∀ i j, i ≠ j → y i ≠ y j}) ?_ hV hvir hx hs
  -- scaling never makes two distinct positions coincide
  intro y hy t ht i j hij h
  have h' : t • y i = t • y j := by simpa only [PiLp.smul_apply] using h
  exact hy i j hij (smul_right_injective (EuclideanSpace ℝ (Fin 3)) ht.ne' h')

end

end HomogeneousOfVirialParticles
```

Lean reports:

```
Main.lean:86:80: error: Application type mismatch: The argument
  hx
has type
  ∀ (i j : Fin N), i ≠ j → x.ofLp i ≠ x.ofLp j
but is expected to have type
  ?m.132 ∈ {y | ∀ (i j : ?m.122 y), i ≠ j → ?m.115 ≠ ?m.117}
in the application
  @homogeneous_of_virial ?m.108 ?m.104 ?m.105 ?m.106 ?m.107 {y | ∀ (i j : ?m.122 y), i ≠ j → ?m.115 ≠ ?m.117} ?m.126
    ?m.127 ?m.129 ?m.131 ?m.132 hx
```

The message says that `hx`, the proof that no two particles of `x` coincide, was not accepted as a proof of membership in `D`. The hypothesis is the right one, but Lean had not yet worked out what the set was.

In `{y | ∀ i j, i ≠ j → y i ≠ y j}` nothing gives the type of `y`, and the space `E` of the general theorem was still undetermined, shown as `?m.108`. Without that type Lean could not interpret `y i` as the position of a particle. The two positions therefore appear in the message as the unknowns `?m.115` and `?m.117`, and the type of the indices is unknown too. Lean could not match `hx` with this unfinished condition.

The repair declares `y` to be a configuration in `PiLp 2 (fun _ : Fin N => EuclideanSpace ℝ (Fin 3))`. This fixes the space and lets `y i` be read as a position, so the condition defining `D` is the one `hx` proves. The annotation `i j : Fin N` states the index type outright. The new line breaks are only layout.

As a diff, the version that Lean accepts:

```diff
@@ -84,5 +84,7 @@
     (hx : ∀ i j, i ≠ j → x i ≠ x j) {s : ℝ} (hs : 0 < s) :
     V (s • x) = s ^ k * V x := by
-  refine homogeneous_of_virial (D := {y | ∀ i j, i ≠ j → y i ≠ y j}) ?_ hV hvir hx hs
+  refine homogeneous_of_virial
+    (D := {y : PiLp 2 (fun _ : Fin N => EuclideanSpace ℝ (Fin 3)) |
+      ∀ i j : Fin N, i ≠ j → y i ≠ y j}) ?_ hV hvir hx hs
   -- scaling never makes two distinct positions coincide
   intro y hy t ht i j hij h
```
